# Exponentiating a finite diagonal Hamiltonian exponentiates each energy level

Take a Hamiltonian with finitely many levels, written as a diagonal matrix with real energies E_i. The lemma says that, for any complex number s, the matrix exponential of s times this Hamiltonian is again diagonal, with entries exp(s E_i). An imaginary s gives the phases of time evolution, and a negative real s gives Boltzmann weights, not divided by their sum. The attempt first writes the scaled Hamiltonian as a diagonal matrix, then uses `Matrix.exp_diagonal` to move the exponential onto the function that lists the diagonal entries, and finally compares the two sides at a single level `i`.

Lean 4 with Mathlib refuses this proof:

```lean
import Mathlib

open Matrix Filter Topology
open scoped ComplexOrder

namespace VanHoveCorrelation

noncomputable section

variable {n : Type*} [Fintype n] [DecidableEq n]

/-- The diagonal matrix with given real entries, used for energies and for populations. -/
def realDiag (E : n → ℝ) : Matrix n n ℂ := diagonal fun i => (E i : ℂ)

/-- The exponential of a multiple of a diagonal Hamiltonian is taken level by level. -/
theorem exp_realDiag (E : n → ℝ) (s : ℂ) :
    NormedSpace.exp (s • realDiag E) = diagonal fun i => Complex.exp (s * E i) := by
  have h : s • realDiag E = diagonal (fun i => s * (E i : ℂ)) := by
    ext i j
    by_cases hij : i = j
    · subst hij; simp [realDiag]
    · simp [realDiag, hij]
  rw [h, Matrix.exp_diagonal]
  congr 1
  funext i
  rw [Pi.exp_apply, Complex.exp_eq_exp_ℂ]

end

end VanHoveCorrelation
```

The error:

```
Main.lean:26:6: error(lean.unknownIdentifier): Unknown identifier `Pi.exp_apply`
Main.lean:17:82: error: unsolved goals
n : Type u_1
inst✝¹ : Fintype n
inst✝ : DecidableEq n
E : n → ℝ
s : ℂ
h : s • realDiag E = diagonal fun i => s * ↑(E i)
i : n
⊢ NormedSpace.exp (fun i => s * ↑(E i)) i = Complex.exp (s * ↑(E i))
```

Fix (accepted with no message):

```diff
@@ -24,5 +24,7 @@
   congr 1
   funext i
-  rw [Pi.exp_apply, Complex.exp_eq_exp_ℂ]
+  rw [Complex.exp_eq_exp_ℂ]
+  -- evaluation at one level commutes with the exponential
+  exact Pi.coe_exp _ _
 
 end
```

Cause. The first message says that Lean knows no lemma called `Pi.exp_apply` here. The second shows the goal this leaves open. On its left, `NormedSpace.exp` is applied to the whole function of levels and the result is evaluated at `i`; on its right, `Complex.exp` is applied to the single number `s * ↑(E i)`. The missing step is that exponentiating a function and then evaluating it at `i` gives the exponential of its value at `i`.

The repair removes the unknown name and keeps the rewrite with `Complex.exp_eq_exp_ℂ`, which turns the `Complex.exp` on the right into `NormedSpace.exp`. Both sides then use the same exponential, and `exact Pi.coe_exp _ _` supplies the missing step and closes the goal. The added comment only describes that step and has no effect on the proof.
